# Mean-field order of two-state moments: $m^2/(1-t)$ tends to 3, and magnetic Bragg intensity scales as $m^2$

A magnet is warmed towards its ordering temperature while a diffractometer sits on one of its magnetic Bragg peaks. The peak fades as the ordered moment shrinks. How does the intensity approach zero?

Take moments with two states each, which carry opposite moments and have equal energy in zero field. Treat them in mean-field theory, where each feels a field proportional to the ordered moment and no applied field. Let $t$ be the temperature divided by the mean-field ordering temperature, and $m$ the ordered moment divided by its saturated value. Then $m=\tanh(m/t)$, and every solution with $t>0$ and $m>0$ satisfies

$$t<1,\qquad \frac{3(1-t)}{3-2t}<m^2<3(1-t).$$

Hence $m^2/(1-t)\to3$ as $t\to1$ along such solutions. If nothing else in the scattering changes with temperature, the magnetic Bragg intensity is proportional to $m^2$, so divided by $1-t$ it tends to three times its saturated value.

## A starting interval for the self-consistency solver

A mean-field code for two-state moments solves $m=\tanh(m/t)$ at each temperature, and near $t=1$ the bounds tell it where the ordered solution lies. At $t=0.99$ they give $0.0294<m^2<0.0300$, and so $0.1714<m<0.1733$. The difference $\tanh(m/t)-m$ is positive at the lower end and negative at the upper end, so bisection can start there, away from the disordered solution $m=0$. Plain iteration $m\mapsto\tanh(m/t)$ is slow at this temperature: near the solution each pass reduces the error by only about 2%.

If each site amplitude is $m$ times a factor independent of temperature, the code can compute the saturated intensity once per reflection and multiply it by $m^2$ at each temperature. Using $3(1-t)$ in place of $m^2$ overestimates the intensity of an allowed reflection by a factor of less than $3-2t$, which is 1.02 at $t=0.99$.

## From the slope of tanh to the intensity

Write $T=\tanh x$ with $x>0$; here $T$ is not a temperature. Since $\cosh^2x-\sinh^2x=1$, we have $0<T<1$ and $dT/dx=1-T^2$. Consider two functions of $x$ that vanish at $x=0$:

$$f=x-\frac{3T}{3-T^2},\qquad g=T+\frac{T^3}{3(1-T^2)}-x.$$

Their derivatives are

$$f'=1-\frac{3(3+T^2)(1-T^2)}{(3-T^2)^2}=\frac{4T^4}{(3-T^2)^2},$$

$$g'=(1-T^2)+\frac{3T^2-T^4}{3(1-T^2)}-1=\frac{2T^4}{3(1-T^2)}.$$

Both are positive for $x>0$, so $f>0$ and $g>0$:

$$\frac{3T}{3-T^2}<x<T+\frac{T^3}{3(1-T^2)}=\frac{T(3-2T^2)}{3(1-T^2)}.$$

Now set $x=m/t$, so that $T=m$. Cancelling $m$ from the left inequality gives $3t<3-m^2$, which is $m^2<3(1-t)$; since $m^2>0$, also $t<1$. The right inequality gives $3(1-m^2)<t(3-2m^2)$, or $3(1-t)<m^2(3-2t)$. As $3-2t>0$, this is the lower bound. Dividing both bounds by $1-t$,

$$\frac{3}{3-2t}<\frac{m^2}{1-t}<3,$$

and the left side tends to 3 as $t\to1$.

For the intensity, take collinear moments and let site $j$ scatter with real amplitude $m s_j$ and phase $\varphi_j$. Then

$$I(m)=\Bigl|\sum_j m s_j e^{i\varphi_j}\Bigr|^2=m^2 I(1),$$

so $I(m)/(1-t)\to3I(1)$.

## The Lean file

```lean
import Mathlib

open Filter Topology

namespace MeanFieldBragg

noncomputable section

/-- An ordered mean-field state: at reduced temperature `t > 0` the reduced magnetization
`m > 0` solves the self-consistency equation `m = tanh (m / t)`. -/
structure OrderedState (t m : ℝ) : Prop where
  temp_pos : 0 < t
  mag_pos : 0 < m
  selfConsistent : m = Real.tanh (m / t)

/-- Magnetic Bragg intensity of a finite cell: site `j` scatters with amplitude `m * s j`
and phase `φ j`, and the intensity is the squared modulus of the total amplitude. -/
def braggIntensity {ι : Type*} [Fintype ι] (φ s : ι → ℝ) (m : ℝ) : ℝ :=
  ‖∑ j, ((m * s j : ℝ) : ℂ) * Complex.exp (Complex.I * (φ j : ℂ))‖ ^ 2

/-- The square of the hyperbolic tangent of a real number is less than one. -/
theorem tanh_sq_lt_one (x : ℝ) : Real.tanh x ^ 2 < 1 := by
  rw [Real.tanh_eq_sinh_div_cosh, div_pow, div_lt_one (pow_pos (Real.cosh_pos x) 2)]
  linarith [Real.cosh_sq x]

/-- The derivative of `tanh` is `1 - tanh ^ 2`. -/
theorem hasDerivAt_tanh (x : ℝ) : HasDerivAt Real.tanh (1 - Real.tanh x ^ 2) x := by
  have hc : Real.cosh x ≠ 0 := (Real.cosh_pos x).ne'
  have h := (Real.hasDerivAt_sinh x).fun_div (Real.hasDerivAt_cosh x) hc
  have e : Real.tanh = fun y => Real.sinh y / Real.cosh y :=
    funext Real.tanh_eq_sinh_div_cosh
  rw [e]
  refine h.congr_deriv ?_
  change _ = 1 - (Real.sinh x / Real.cosh x) ^ 2
  rw [div_pow, eq_sub_iff_add_eq, ← add_div, div_eq_one_iff_eq (pow_ne_zero 2 hc)]
  ring

/-- A differentiable function that vanishes at zero and has positive derivative at all
positive points is positive at all positive points. -/
theorem pos_of_deriv_pos {f f' : ℝ → ℝ} (h0 : f 0 = 0)
    (hd : ∀ x, HasDerivAt f (f' x) x) (hp : ∀ x, 0 < x → 0 < f' x)
    {x : ℝ} (hx : 0 < x) : 0 < f x := by
  have hm : StrictMonoOn f (Set.Ici 0) :=
    strictMonoOn_of_deriv_pos (convex_Ici 0)
      (fun y _ => (hd y).continuousAt.continuousWithinAt)
      (fun y hy => by
        rw [interior_Ici] at hy
        rw [(hd y).deriv]
        exact hp y hy)
  have h := hm (Set.mem_Ici.2 le_rfl) (Set.mem_Ici.2 hx.le) hx
  rwa [h0] at h

/-- For a positive reduced field `x`, the magnetization `T = tanh x` brackets the field:
`3 T / (3 - T ^ 2) < x < T + T ^ 3 / (3 (1 - T ^ 2))`. -/
theorem tanh_bracket {x : ℝ} (hx : 0 < x) :
    3 * Real.tanh x / (3 - Real.tanh x ^ 2) < x ∧
      x < Real.tanh x + Real.tanh x ^ 3 / (3 * (1 - Real.tanh x ^ 2)) := by
  have hpos : ∀ y : ℝ, 0 < y → 0 < Real.tanh y := fun y hy => by
    rw [Real.tanh_eq_sinh_div_cosh]
    exact div_pos (Real.sinh_pos_iff.2 hy) (Real.cosh_pos y)
  have h1 : ∀ y : ℝ, 0 < 1 - Real.tanh y ^ 2 := fun y => by linarith [tanh_sq_lt_one y]
  have h3 : ∀ y : ℝ, 0 < 3 - Real.tanh y ^ 2 := fun y => by linarith [tanh_sq_lt_one y]
  have d2 : ∀ y : ℝ, HasDerivAt (fun z => Real.tanh z ^ 2)
      (2 * Real.tanh y * (1 - Real.tanh y ^ 2)) y := fun y =>
    ((hasDerivAt_tanh y).fun_pow 2).congr_deriv (by norm_num)
  have d3 : ∀ y : ℝ, HasDerivAt (fun z => Real.tanh z ^ 3)
      (3 * Real.tanh y ^ 2 * (1 - Real.tanh y ^ 2)) y := fun y =>
    ((hasDerivAt_tanh y).fun_pow 3).congr_deriv (by norm_num)
  constructor
  · -- the difference has derivative 4 T^4 / (3 - T^2)^2
    have h := pos_of_deriv_pos
      (f := fun y => y - 3 * Real.tanh y / (3 - Real.tanh y ^ 2))
      (f' := fun y => 4 * Real.tanh y ^ 4 / (3 - Real.tanh y ^ 2) ^ 2)
      (by simp)
      (fun y => by
        have hn := (h3 y).ne'
        refine ((hasDerivAt_id' y).fun_sub (((hasDerivAt_tanh y).const_mul 3).fun_div
          ((d2 y).const_sub 3) hn)).congr_deriv ?_
        field_simp
        ring)
      (fun y hy => div_pos (mul_pos (by norm_num) (pow_pos (hpos y hy) 4))
        (pow_pos (h3 y) 2)) hx
    exact sub_pos.1 h
  · -- the difference has derivative 2 T^4 / (3 (1 - T^2))
    have h := pos_of_deriv_pos
      (f := fun y => Real.tanh y + Real.tanh y ^ 3 / (3 * (1 - Real.tanh y ^ 2)) - y)
      (f' := fun y => 2 * Real.tanh y ^ 4 / (3 * (1 - Real.tanh y ^ 2)))
      (by simp)
      (fun y => by
        have hn := (h1 y).ne'
        refine (((hasDerivAt_tanh y).fun_add ((d3 y).fun_div
          (((d2 y).const_sub 1).const_mul 3)
          (mul_ne_zero three_ne_zero hn))).fun_sub (hasDerivAt_id' y)).congr_deriv ?_
        field_simp
        ring)
      (fun y hy => div_pos (mul_pos (by norm_num) (pow_pos (hpos y hy) 4))
        (mul_pos (by norm_num) (h1 y))) hx
    exact sub_pos.1 h

/-- In every ordered state the temperature is below one and the squared magnetization lies
strictly between `3 (1 - t) / (3 - 2 t)` and `3 (1 - t)`. -/
theorem OrderedState.sq_bounds {t m : ℝ} (h : OrderedState t m) :
    t < 1 ∧ 3 * (1 - t) / (3 - 2 * t) < m ^ 2 ∧ m ^ 2 < 3 * (1 - t) := by
  obtain ⟨ht, hm, he⟩ := h
  obtain ⟨hU, hL⟩ := tanh_bracket (div_pos hm ht)
  have hs := tanh_sq_lt_one (m / t)
  rw [← he] at hU hL hs
  have h1 : 0 < 1 - m ^ 2 := by linarith
  have h3 : 0 < 3 - m ^ 2 := by linarith
  -- upper bound: cancel the common factor m
  rw [div_lt_div_iff₀ h3 ht] at hU
  have hU' : m * (3 * t) < m * (3 - m ^ 2) := by linarith
  have up := lt_of_mul_lt_mul_left hU' hm.le
  have ht1 : t < 1 := by linarith [pow_pos hm 2]
  -- lower bound: the same after bringing the right side to one fraction
  have e : m + m ^ 3 / (3 * (1 - m ^ 2)) = m * (3 - 2 * m ^ 2) / (3 * (1 - m ^ 2)) := by
    have hn := h1.ne'
    field_simp
    ring
  rw [e, div_lt_div_iff₀ ht (by linarith)] at hL
  have hL' : m * (3 * (1 - m ^ 2)) < m * ((3 - 2 * m ^ 2) * t) := by linarith
  have lo := lt_of_mul_lt_mul_left hL' hm.le
  refine ⟨ht1, ?_, by linarith⟩
  rw [div_lt_iff₀ (by linarith)]
  linarith

/-- Along any family of ordered states whose reduced temperature tends to one,
`m ^ 2 / (1 - t)` tends to three. -/
theorem tendsto_sq_div {α : Type*} {l : Filter α} {t m : α → ℝ}
    (ht : Tendsto t l (𝓝 1)) (h : ∀ᶠ a in l, OrderedState (t a) (m a)) :
    Tendsto (fun a => m a ^ 2 / (1 - t a)) l (𝓝 3) := by
  have hlo : Tendsto (fun a => 3 / (3 - 2 * t a)) l (𝓝 (3 / (3 - 2 * 1))) :=
    tendsto_const_nhds.div (tendsto_const_nhds.sub (ht.const_mul 2)) (by norm_num)
  have e : (3 : ℝ) / (3 - 2 * 1) = 3 := by norm_num
  rw [e] at hlo
  refine tendsto_of_tendsto_of_tendsto_of_le_of_le' hlo tendsto_const_nhds ?_ ?_
  · filter_upwards [h] with a ha
    obtain ⟨h1, h2, _⟩ := ha.sq_bounds
    rw [le_div_iff₀ (by linarith), div_mul_eq_mul_div]
    exact h2.le
  · filter_upwards [h] with a ha
    obtain ⟨h1, _, h2⟩ := ha.sq_bounds
    rw [div_le_iff₀ (by linarith)]
    exact h2.le

/-- The Bragg intensity is the squared magnetization times the intensity at `m = 1`. -/
theorem braggIntensity_eq {ι : Type*} [Fintype ι] (φ s : ι → ℝ) (m : ℝ) :
    braggIntensity φ s m = m ^ 2 * braggIntensity φ s 1 := by
  have h : ∑ j, ((m * s j : ℝ) : ℂ) * Complex.exp (Complex.I * (φ j : ℂ)) =
      (m : ℂ) * ∑ j, ((1 * s j : ℝ) : ℂ) * Complex.exp (Complex.I * (φ j : ℂ)) := by
    rw [Finset.mul_sum]
    refine Finset.sum_congr rfl fun j _ => ?_
    push_cast
    ring
  unfold braggIntensity
  rw [h, norm_mul, mul_pow, Complex.norm_real, Real.norm_eq_abs, sq_abs]

/-- Linear vanishing of the magnetic Bragg intensity: along ordered states whose reduced
temperature tends to one, intensity over `1 - t` tends to three times the intensity at
`m = 1`. -/
theorem braggIntensity_linear {ι α : Type*} [Fintype ι] (φ s : ι → ℝ)
    {l : Filter α} {t m : α → ℝ} (ht : Tendsto t l (𝓝 1))
    (h : ∀ᶠ a in l, OrderedState (t a) (m a)) :
    Tendsto (fun a => braggIntensity φ s (m a) / (1 - t a)) l
      (𝓝 (3 * braggIntensity φ s 1)) := by
  refine ((tendsto_sq_div ht h).mul_const (braggIntensity φ s 1)).congr fun a => ?_
  rw [braggIntensity_eq φ s (m a), div_mul_eq_mul_div]

/-- The same law for a magnetization curve `M` that gives an ordered state at each reduced
temperature between zero and one, as the temperature rises to one. -/
theorem braggIntensity_linear_curve {ι : Type*} [Fintype ι] (φ s : ι → ℝ) {M : ℝ → ℝ}
    (hM : ∀ t ∈ Set.Ioo (0 : ℝ) 1, OrderedState t (M t)) :
    Tendsto (fun t => braggIntensity φ s (M t) / (1 - t)) (𝓝[<] 1)
      (𝓝 (3 * braggIntensity φ s 1)) := by
  refine braggIntensity_linear φ s (t := fun t => t)
    (tendsto_id.mono_left nhdsWithin_le_nhds) ?_
  filter_upwards [Ioo_mem_nhdsLT (zero_lt_one' ℝ)] with t ht
  exact hM t ht

/-- The explicit curve `t = tanh x / x`, `m = tanh x` consists of ordered states for `x > 0`,
and its temperature tends to one as `x` decreases to zero. -/
theorem orderedState_witness :
    (∀ x : ℝ, 0 < x → OrderedState (Real.tanh x / x) (Real.tanh x)) ∧
      Tendsto (fun x : ℝ => Real.tanh x / x) (𝓝[>] 0) (𝓝 1) := by
  constructor
  · intro x hx
    have hT : 0 < Real.tanh x := by
      rw [Real.tanh_eq_sinh_div_cosh]
      exact div_pos (Real.sinh_pos_iff.2 hx) (Real.cosh_pos x)
    refine ⟨div_pos hT hx, hT, ?_⟩
    rw [div_div_cancel₀ hT.ne']
  · -- the ratio is the difference quotient of tanh at zero
    have h := hasDerivAt_iff_tendsto_slope.1 (hasDerivAt_tanh 0)
    have e : (1 : ℝ) - Real.tanh 0 ^ 2 = 1 := by simp
    rw [e] at h
    refine (h.mono_left (nhdsWithin_mono 0
      fun x hx => (Set.mem_Ioi.1 hx).ne')).congr fun x => ?_
    rw [slope_def_field, Real.tanh_zero, sub_zero, sub_zero]

end

end MeanFieldBragg
```

```lean
#print axioms MeanFieldBragg.braggIntensity_linear
#print axioms MeanFieldBragg.braggIntensity_linear_curve
```

```
'MeanFieldBragg.braggIntensity_linear' depends on axioms: [propext, Classical.choice, Quot.sound]
'MeanFieldBragg.braggIntensity_linear_curve' depends on axioms: [propext, Classical.choice, Quot.sound]
```

## Ordered states, site amplitudes and the limit in Lean

`OrderedState t m` says that the real numbers `t` and `m` are positive and satisfy the self-consistency equation. The condition $t<1$ is not assumed; `OrderedState.sq_bounds` derives it together with the two bounds.

In `braggIntensity φ s m`, the finite type `ι` labels the sites of a cell. The phase `φ j` stands for the scattering vector dotted into the site position. The real number `s j` holds the saturated amplitude, including its sign in a collinear antiferromagnet. There $m$ is the reduced moment of one sublattice, and the model assumes that all sites share its magnitude. A noncollinear structure needs a vector amplitude at each site, which this definition leaves out. The saturated intensity is `braggIntensity φ s 1`. If it is zero, as for an extinct reflection or an empty cell, the intensity is zero at every temperature and the limit is zero.

`tendsto_sq_div` and `braggIntensity_linear` describe the approach to ordering by a filter `l`, which covers a sequence of temperatures as well as a continuous sweep. They require that `t` tends to 1 and that the pairs are eventually ordered states. `braggIntensity_linear_curve` treats a function `M` of temperature, with $t$ rising to 1. It takes as a hypothesis that `M t` is an ordered state for every $t$ between 0 and 1; existence and uniqueness of the solution at a prescribed temperature are not proved. `orderedState_witness` does supply ordered states arbitrarily near the transition, through the curve $t=\tanh x/x$, $m=\tanh x$ as $x$ decreases to 0.

The proof takes the same route as the derivation:

- `hasDerivAt_tanh` gives the slope, and `pos_of_deriv_pos` turns a positive derivative and a zero at the origin into positivity.
- `tanh_bracket` applies this to $f$ and $g$, with `field_simp` and `ring` confirming the two derivative formulas.
- `OrderedState.sq_bounds` substitutes $x=m/t$, clears denominators and cancels the positive factor $m$.
- `tendsto_sq_div` squeezes the ratio between $3/(3-2t)$ and 3.
- `braggIntensity_eq` pulls $m$ out of the sum, which carries the limit over to the intensity.
- `orderedState_witness` reads $\tanh x/x$ as the difference quotient of tanh at zero.

The step from a real magnet to this model is the replacement of fluctuating neighbours by their average, which enters as the equation $m=\tanh(m/t)$. Close to the transition, fluctuations can change the power law itself. The amplitudes `s j` are also fixed, so a Debye–Waller factor that varies with temperature is left out. If that factor is smooth and nonzero at the transition, the intensity still vanishes linearly, but the coefficient can differ from $3I(1)$. The constant 3 belongs to two-state moments; a spin larger than 1/2 whose levels are split only by the mean field has a different self-consistency equation and a different constant. The bounds concern real solutions of the equation, and the rounding and stopping errors of a solver come on top.
